# Summing Landau levels: for a compactly supported $C^2$ function, the correction to the integral at order $h^2$ is $h^2 f'(0)/24$

Replace the sum over the Landau levels of a planar electron gas by an integral over energy, and the orbital magnetism disappears. The number of states in each level grows with the field in proportion to the level spacing, so the integral comes out the same at every field. The weak-field response lies entirely in the difference between the sum and the integral.

Let $f$ be a function of energy and $h>0$ the level spacing (not Planck's constant). If $f$ is twice continuously differentiable with compact support, then
$$h\sum_{n\ge 0} f\big(h(n+\tfrac12)\big)-\int_0^\infty f(x)\,dx=\frac{h^2}{24}f'(0)+o(h^2)\qquad(h\to0^+).$$
Take a planar gas of free, non-interacting charges of fixed mass, in which a state of energy $x$ contributes $f(x)$ to the thermodynamic potential. For $f$ of this class, the formula gives the orbital part of the quadratic field term of that potential. The function for electrons at a positive temperature has no compact support and takes one more estimate, described below.

## The ladder and the two potentials

```lean
import Mathlib

open Filter Topology Set MeasureTheory

namespace LandauLevelSummation

noncomputable section

/-- The level spacing `h` times the sum of `f` over the Landau ladder `h (n + 1/2)`. -/
def landauSum (f : ℝ → ℝ) (h : ℝ) : ℝ := h * ∑' n : ℕ, f (h * ((n : ℝ) + 1 / 2))
```

`landauSum f h` is the first term above. The symbol `∑' n : ℕ` is an infinite sum over $n=0,1,2,\dots$, and `(n : ℝ)` treats the integer $n$ as a real number.

```lean
/-- The Landau-level spacing `ħ e B / M` for charge `e`, mass `M ≠ 0` and field `B`. -/
def cyclotronQuantum (ħ e M B : ℝ) : ℝ := ħ * e * B / M
```

This is the spacing $\hbar\omega_c=\hbar eB/M$. Here $M$ is the mass of the particle, not the magnetisation, and $e$ is the magnitude of its charge.

```lean
/-- Potential per area of a planar gas in the field `B`: each level has degeneracy `e B / (2 π ħ)`
per area, and each of its states contributes `g` of its energy (`ħ` and `M` nonzero). -/
def landauPotential (ħ e M : ℝ) (g : ℝ → ℝ) (B : ℝ) : ℝ :=
  e * B / (2 * Real.pi * ħ) * ∑' n : ℕ, g (cyclotronQuantum ħ e M B * ((n : ℝ) + 1 / 2))
```

In symbols,
$$\Omega(B)=\frac{eB}{2\pi\hbar}\sum_{n\ge0}g\big(\hbar\omega_c(n+\tfrac12)\big).$$
The prefactor stands for one state per flux quantum $2\pi\hbar/e$, for a single spin species. The function $g$ is what one state of given energy contributes. For electrons at temperature $T$ and chemical potential $\mu$ it would be $g(x)=-k_BT\ln\big(1+e^{(\mu-x)/k_BT}\big)$, with $T$ and $\mu$ held fixed as $B$ varies. The level energies and their degeneracy are put in by definition, not derived from the Schrödinger equation.

```lean
/-- Potential per area without field, with the constant density of states
`M / (2 π ħ²)` of free planar motion (`ħ` nonzero). -/
def zeroFieldPotential (ħ M : ℝ) (g : ℝ → ℝ) : ℝ :=
  M / (2 * Real.pi * ħ ^ 2) * ∫ x in Ioi (0 : ℝ), g x
```

Without a field, free motion in a plane has the constant density of states $M/(2\pi\hbar^2)$, so $\Omega_0=\frac{M}{2\pi\hbar^2}\int_0^\infty g(x)\,dx$. `Ioi 0` is the open half-line $x>0$.

## One level against its cell of the continuum

```lean
/-- One level at energy `m` against the continuum in its cell of width `h`: if `f''` differs
from its value at `m` by at most `ε` in the cell, the difference is `-h²/24` times the increment
of `f'` over the cell, up to `2 ε h³`. Here `F' = f`, `f1 = f'` and `f2 = f''`. -/
theorem cell_error {F f f1 f2 : ℝ → ℝ} (hF : ∀ x, HasDerivAt F (f x) x)
    (hf : ∀ x, HasDerivAt f (f1 x) x) (hf1 : ∀ x, HasDerivAt f1 (f2 x) x)
    {m h ε : ℝ} (hh : 0 < h)
    (osc : ∀ x ∈ Icc (m - h / 2) (m + h / 2), |f2 x - f2 m| ≤ ε) :
    |h * f m - (F (m + h / 2) - F (m - h / 2))
      + h ^ 2 / 24 * (f1 (m + h / 2) - f1 (m - h / 2))| ≤ 2 * ε * h ^ 3 := by
  -- the mean value inequality on the cell
  have mv : ∀ (g g' : ℝ → ℝ) (C : ℝ), (∀ x, HasDerivAt g (g' x) x) →
      (∀ x ∈ Icc (m - h / 2) (m + h / 2), |g' x| ≤ C) →
      ∀ x ∈ Icc (m - h / 2) (m + h / 2), ∀ y ∈ Icc (m - h / 2) (m + h / 2),
        |g y - g x| ≤ C * h := by
    intro g g' C hg hC x hx y hy
    have h1 : |g y - g x| ≤ C * |y - x| :=
      Convex.norm_image_sub_le_of_norm_hasDerivWithin_le
        (fun z _ => (hg z).hasDerivWithinAt) hC (convex_Icc _ _) hx hy
    have h2 : |y - x| ≤ h :=
      abs_le.2 ⟨by linarith [hx.2, hy.1], by linarith [hx.1, hy.2]⟩
    exact h1.trans (mul_le_mul_of_nonneg_left h2 ((abs_nonneg _).trans (hC x hx)))
  have hm : m ∈ Icc (m - h / 2) (m + h / 2) := ⟨by linarith, by linarith⟩
  have hl : m - h / 2 ∈ Icc (m - h / 2) (m + h / 2) := ⟨le_rfl, by linarith⟩
  have hr : m + h / 2 ∈ Icc (m - h / 2) (m + h / 2) := ⟨by linarith, le_rfl⟩
  have hε : 0 ≤ ε := (abs_nonneg _).trans (osc m hm)
  have d1 : ∀ x : ℝ, HasDerivAt (fun y : ℝ => y - m) 1 x :=
    fun x => (hasDerivAt_id' x).sub_const m
  -- Taylor remainders of f', f and F about the level
  have r1 := mv (fun x => f1 x - f2 m * (x - m)) (fun x => f2 x - f2 m) ε
    (fun x => ((hf1 x).fun_sub ((d1 x).const_mul (f2 m))).congr_deriv (by ring)) osc
  have r2 := mv (fun x => f x - f1 m * (x - m) - f2 m / 2 * ((x - m) * (x - m)))
    (fun x => f1 x - f1 m - f2 m * (x - m)) (ε * h)
    (fun x => (((hf x).fun_sub ((d1 x).const_mul (f1 m))).fun_sub
      (((d1 x).fun_mul (d1 x)).const_mul (f2 m / 2))).congr_deriv (by ring))
    (fun x hx => by
      have t := abs_le.1 (r1 m hm x hx)
      exact abs_le.2 ⟨by linarith [t.1], by linarith [t.2]⟩)
  have r3 := mv (fun x => F x - f m * (x - m) - f1 m / 2 * ((x - m) * (x - m))
      - f2 m / 6 * ((x - m) * (x - m) * (x - m)))
    (fun x => f x - f m - f1 m * (x - m) - f2 m / 2 * ((x - m) * (x - m))) (ε * h * h)
    (fun x => ((((hF x).fun_sub ((d1 x).const_mul (f m))).fun_sub
      (((d1 x).fun_mul (d1 x)).const_mul (f1 m / 2))).fun_sub
      ((((d1 x).fun_mul (d1 x)).fun_mul (d1 x)).const_mul (f2 m / 6))).congr_deriv (by ring))
    (fun x hx => by
      have t := abs_le.1 (r2 m hm x hx)
      exact abs_le.2 ⟨by linarith [t.1], by linarith [t.2]⟩)
  have s1 := abs_le.1 (r1 _ hl _ hr)
  have s3 := abs_le.1 (r3 _ hl _ hr)
  have hq : 0 ≤ h ^ 2 / 24 := by positivity
  have u1 := mul_le_mul_of_nonneg_left s1.1 hq
  have u2 := mul_le_mul_of_nonneg_left s1.2 hq
  have hp : 0 ≤ ε * h ^ 3 := by positivity
  exact abs_le.2 ⟨by linarith [s3.2], by linarith [s3.1]⟩
```

The hypotheses `HasDerivAt` say that $F'=f$, $f'=f_1$ and $f''=f_2$ everywhere. `Icc` denotes a closed interval, here the cell of width $h$ centred on a level at energy $m$. If $|f''(x)-f''(m)|\le\varepsilon$ in the cell, the theorem bounds
$$\Big|h f(m)-\big[F\big]_{m-h/2}^{m+h/2}+\frac{h^2}{24}\big[f'\big]_{m-h/2}^{m+h/2}\Big|\le 2\varepsilon h^3 .$$

By hand, write $t=x-m$ and subtract Taylor polynomials:
$$\begin{aligned}
R_1&=f'(x)-f''(m)\,t,\\
R_2&=f(x)-f'(m)\,t-\tfrac12f''(m)\,t^2,\\
R_3&=F(x)-f(m)\,t-\tfrac12f'(m)\,t^2-\tfrac16f''(m)\,t^3.
\end{aligned}$$
Then $R_1'(x)=f''(x)-f''(m)$, $R_2'(x)=R_1(x)-R_1(m)$ and $R_3'(x)=R_2(x)-R_2(m)$. By the mean value inequality, a bound $C$ on a derivative limits the change of the function within the cell to $Ch$. Three applications limit the changes of $R_1,R_2,R_3$ to $\varepsilon h$, $\varepsilon h^2$, $\varepsilon h^3$.

Between the two ends of the cell the quadratic terms cancel, which leaves
$$[F]=hf(m)+\frac{h^3}{24}f''(m)+O_3,\qquad [f']=hf''(m)+O_1,$$
with $|O_3|\le\varepsilon h^3$ and $|O_1|\le\varepsilon h$. Multiplying the second equation by $h^2/24$ and eliminating $f''(m)$ leaves an error of at most $(1+\frac1{24})\varepsilon h^3\le2\varepsilon h^3$.

In the Lean proof, `mv` is the mean value inequality and `r1`, `r2`, `r3` are its three uses. The tactic `linarith` combines the resulting inequalities.

## Adding cells leaves only the two ends

```lean
/-- The lowest `N` levels against the continuum below energy `h N`: if `f''` varies by at most
`ε` over distances up to `h`, only the values of `f'` at the two ends enter at order `h²`,
up to `2 N ε h³`. Here `F' = f`, `f1 = f'` and `f2 = f''`. -/
theorem ladder_error {F f f1 f2 : ℝ → ℝ} (hF : ∀ x, HasDerivAt F (f x) x)
    (hf : ∀ x, HasDerivAt f (f1 x) x) (hf1 : ∀ x, HasDerivAt f1 (f2 x) x)
    {h ε : ℝ} (hh : 0 < h) (osc : ∀ x y, |x - y| ≤ h → |f2 x - f2 y| ≤ ε) (N : ℕ) :
    |h * ∑ n ∈ Finset.range N, f (h * ((n : ℝ) + 1 / 2)) - (F (h * N) - F 0)
      + h ^ 2 / 24 * (f1 (h * N) - f1 0)| ≤ N * (2 * ε * h ^ 3) := by
  induction N with
  | zero => simp
  | succ N ih =>
    have c := cell_error hF hf hf1 (m := h * ((N : ℝ) + 1 / 2)) hh
      (fun x hx => osc x _ (abs_le.2 ⟨by linarith [hx.1], by linarith [hx.2]⟩))
    rw [show h * ((N : ℝ) + 1 / 2) + h / 2 = h * ((N : ℝ) + 1) by ring,
      show h * ((N : ℝ) + 1 / 2) - h / 2 = h * (N : ℝ) by ring] at c
    rw [Finset.sum_range_succ, Nat.cast_succ]
    have c' := abs_le.1 c
    have i' := abs_le.1 ih
    exact abs_le.2 ⟨by linarith [c'.1, i'.1], by linarith [c'.2, i'.2]⟩
```

`Finset.range N` is the set $0,\dots,N-1$. The level $h(n+\frac12)$ is the midpoint of the cell from $hn$ to $h(n+1)$, so the first $N$ cells fill the interval from $0$ to $hN$ without gaps. Adding their estimates, the increments of $F$ and $f'$ telescope:
$$\Big|h\sum_{n=0}^{N-1}f\big(h(n+\tfrac12)\big)-\big(F(hN)-F(0)\big)+\frac{h^2}{24}\big(f'(hN)-f'(0)\big)\Big|\le 2N\varepsilon h^3 .$$
The hypothesis `osc` now asks that $f''$ vary by at most $\varepsilon$ between any two points no further apart than $h$.

Lean proves this by induction on $N$. For $N=0$ both sides vanish; the step from $N$ to $N+1$ adds one `cell_error`.

## The limit of small spacing

```lean
/-- Landau-level summation: for `f` twice continuously differentiable with compact support, the
level spacing times the sum over levels, minus the integral over positive energies, all divided by
the squared spacing, tends to `f'(0)/24` as the spacing tends to zero from above. -/
theorem landau_summation {f : ℝ → ℝ} (hf : ContDiff ℝ 2 f) (hc : HasCompactSupport f) :
    Tendsto (fun h => (landauSum f h - ∫ x in Ioi (0 : ℝ), f x) / h ^ 2)
      (𝓝[>] 0) (𝓝 (deriv f 0 / 24)) := by
  have hf' : ContDiff ℝ (1 + 1) f := by rw [one_add_one_eq_two]; exact hf
  have D := contDiff_succ_iff_deriv.1 hf'
  have D1 := contDiff_one_iff_deriv.1 D.2.2
  have uc : UniformContinuous (deriv (deriv f)) :=
    hc.deriv.deriv.uniformContinuous_of_continuous D1.2
  -- an energy R above which f and f' vanish
  have hz : ∀ g : ℝ → ℝ, HasCompactSupport g → ∃ R, ∀ x, R < x → g x = 0 := by
    intro g hg
    obtain ⟨R, hR⟩ := (show IsCompact (tsupport g) from hg).bddAbove
    refine ⟨R, fun x hx => ?_⟩
    by_contra hne
    exact absurd (hR (subset_tsupport g (Function.mem_support.2 hne))) (not_le_of_gt hx)
  obtain ⟨R1, hR1⟩ := hz f hc
  obtain ⟨R2, hR2⟩ := hz (deriv f) hc.deriv
  obtain ⟨R, hR0, h1R, h2R⟩ : ∃ R : ℝ, 0 ≤ R ∧ R1 ≤ R ∧ R2 ≤ R :=
    ⟨max 0 (max R1 R2), le_max_left _ _, (le_max_left _ _).trans (le_max_right _ _),
      (le_max_right _ _).trans (le_max_right _ _)⟩
  rw [Metric.tendsto_nhdsWithin_nhds]
  intro η hη
  obtain ⟨ε, hε, hεR⟩ : ∃ ε : ℝ, 0 < ε ∧ ε * (R + 1) = η / 4 :=
    ⟨η / 4 / (R + 1), by positivity, div_mul_cancel₀ _ (by positivity)⟩
  obtain ⟨δ, hδ, hu⟩ := Metric.uniformContinuous_iff.1 uc ε hε
  refine ⟨min δ 1, lt_min hδ one_pos, fun h hpos hd => ?_⟩
  have hh : 0 < h := hpos
  rw [Real.dist_eq, sub_zero, abs_of_pos hh] at hd
  have hhδ := hd.trans_le (min_le_left _ _)
  have hh1 := hd.trans_le (min_le_right _ _)
  -- enough levels to cover the support
  obtain ⟨N, hN1, hN2⟩ : ∃ N : ℕ, R < h * N ∧ h * N ≤ R + 1 := by
    have a1 := (div_lt_iff₀ hh).1 (Nat.lt_floor_add_one (R / h))
    have a2 := (le_div_iff₀ hh).1 (Nat.floor_le (div_nonneg hR0 hh.le))
    refine ⟨⌊R / h⌋₊ + 1, ?_, ?_⟩ <;> push_cast <;> linarith
  have hsum : ∑' n : ℕ, f (h * ((n : ℝ) + 1 / 2))
      = ∑ n ∈ Finset.range N, f (h * ((n : ℝ) + 1 / 2)) := by
    refine tsum_eq_sum fun n hn => hR1 _ ?_
    have hn' : (N : ℝ) ≤ n := by exact_mod_cast not_lt.1 (fun q => hn (Finset.mem_range.2 q))
    have := mul_le_mul_of_nonneg_left hn' hh.le
    linarith
  have hint : ∫ x in Ioi (0 : ℝ), f x = ∫ x in (0 : ℝ)..(h * N), f x := by
    rw [intervalIntegral.integral_of_le (by positivity)]
    refine MeasureTheory.setIntegral_eq_of_subset_of_forall_sdiff_eq_zero measurableSet_Ioi
      (fun x hx => hx.1) (fun x hx => hR1 x ?_)
    have : h * N < x := not_le.1 (fun q => hx.2 ⟨hx.1, q⟩)
    linarith
  have b := ladder_error (F := fun u => ∫ x in (0 : ℝ)..u, f x)
    (fun x => (hf.continuous.integral_hasStrictDerivAt 0 x).hasDerivAt)
    (fun x => (D.1 x).hasDerivAt) (fun x => (D1.1 x).hasDerivAt) hh
    (fun x y hxy => (hu (show dist x y < δ from hxy.trans_lt hhδ)).le) N
  simp only [intervalIntegral.integral_same, sub_zero] at b
  rw [hR2 (h * N) (by linarith), ← hint, ← hsum] at b
  have hh2 : 0 < h ^ 2 := by positivity
  have hb : (N : ℝ) * (2 * ε * h ^ 3) < η * h ^ 2 := by
    calc (N : ℝ) * (2 * ε * h ^ 3) = (h * N) * (2 * ε * h ^ 2) := by ring
      _ ≤ (R + 1) * (2 * ε * h ^ 2) := mul_le_mul_of_nonneg_right hN2 (by positivity)
      _ = η / 2 * h ^ 2 := by linear_combination 2 * h ^ 2 * hεR
      _ < η * h ^ 2 := mul_lt_mul_of_pos_right (by linarith) hh2
  have e : (landauSum f h - ∫ x in Ioi (0 : ℝ), f x) / h ^ 2 - deriv f 0 / 24
      = (h * ∑' n : ℕ, f (h * ((n : ℝ) + 1 / 2)) - (∫ x in Ioi (0 : ℝ), f x)
        + h ^ 2 / 24 * (0 - deriv f 0)) / h ^ 2 := by
    rw [eq_div_iff hh2.ne', sub_mul, div_mul_cancel₀ _ hh2.ne', landauSum]
    ring
  rw [Real.dist_eq, e, abs_div, abs_of_pos hh2, div_lt_iff₀ hh2]
  exact b.trans_lt hb
```

`ContDiff ℝ 2 f` says that $f$ is twice continuously differentiable, and `deriv f 0` is $f'(0)$. `Tendsto` expresses a limit, with `𝓝[>] 0` meaning that $h$ approaches zero from above.

Let $\eta>0$ be the accuracy wanted. Compact support supplies an energy $R\ge0$ above which $f$ and $f'$ vanish, and it makes the continuous function $f''$ uniformly continuous. Choose $\varepsilon$ with $\varepsilon(R+1)=\eta/4$, then $h<1$ so small that $f''$ varies by at most $\varepsilon$ over distances up to $h$. With $N=\lfloor R/h\rfloor+1$ we have $R<hN\le R+1$.

All levels with $n\ge N$ lie above $R$, so the infinite sum equals its first $N$ terms (`hsum`). The integral likewise stops at $hN$ (`hint`), and $f'(hN)=0$. Taking $F(u)=\int_0^u f(x)\,dx$ in `ladder_error` gives
$$\Big|h\sum_{n\ge0}f\big(h(n+\tfrac12)\big)-\int_0^\infty f(x)\,dx-\frac{h^2}{24}f'(0)\Big|\le2(hN)\varepsilon h^2\le\frac{\eta}{2}h^2<\eta h^2 .$$
The bound on the error is `hb`. Division by $h^2$ finishes the proof.

## The quadratic field term in physical units

```lean
/-- Weak-field orbital response of a planar gas: for positive `ħ`, `e`, `M` and `g` twice
continuously differentiable with compact support, the field-induced change of the potential per
area, divided by `B²`, tends to `e² g'(0) / (48 π M)` as `B` tends to zero from above. -/
theorem weak_field_response {ħ e M : ℝ} (hħ : 0 < ħ) (he : 0 < e) (hM : 0 < M)
    {g : ℝ → ℝ} (hg : ContDiff ℝ 2 g) (hc : HasCompactSupport g) :
    Tendsto (fun B => (landauPotential ħ e M g B - zeroFieldPotential ħ M g) / B ^ 2)
      (𝓝[>] 0) (𝓝 (e ^ 2 * deriv g 0 / (48 * Real.pi * M))) := by
  have hπ := Real.pi_pos
  -- the level spacing tends to zero with the field
  have hω : Tendsto (cyclotronQuantum ħ e M) (𝓝[>] 0) (𝓝[>] 0) := by
    refine tendsto_nhdsWithin_iff.2 ⟨?_, ?_⟩
    · have hcont : Continuous (cyclotronQuantum ħ e M) :=
        (continuous_const.mul continuous_id).div_const M
      have h0 := hcont.tendsto 0
      rw [show cyclotronQuantum ħ e M 0 = 0 by simp [cyclotronQuantum]] at h0
      exact h0.mono_left nhdsWithin_le_nhds
    · filter_upwards [self_mem_nhdsWithin] with B hB
      have hB' : 0 < B := hB
      exact div_pos (mul_pos (mul_pos hħ he) hB') hM
  have L := ((landau_summation hg hc).comp hω).const_mul
    (M / (2 * Real.pi * ħ ^ 2) * (ħ * e / M) ^ 2)
  have hk : M / (2 * Real.pi * ħ ^ 2) * (ħ * e / M) ^ 2 * (deriv g 0 / 24)
      = e ^ 2 * deriv g 0 / (48 * Real.pi * M) := by
    field_simp
    ring
  rw [hk] at L
  refine L.congr' ?_
  filter_upwards [self_mem_nhdsWithin] with B hB
  have hB' : 0 < B := hB
  simp only [Function.comp_apply, landauSum, landauPotential, zeroFieldPotential]
  generalize (∑' n : ℕ, g (cyclotronQuantum ħ e M B * ((n : ℝ) + 1 / 2))) = S
  generalize (∫ x in Ioi (0 : ℝ), g x) = J
  unfold cyclotronQuantum
  field_simp
```

For positive $\hbar$, $e$, $M$ and $g$ of the same class as $f$, the theorem reads
$$\lim_{B\to0^+}\frac{\Omega(B)-\Omega_0}{B^2}=\frac{e^2g'(0)}{48\pi M}.$$

Since $\frac{eB}{2\pi\hbar}=\frac{M}{2\pi\hbar^2}\,\hbar\omega_c$, the potential $\Omega(B)$ is $M/(2\pi\hbar^2)$ times `landauSum` at spacing $\hbar\omega_c$. The previous theorem then gives the coefficient
$$\frac{M}{2\pi\hbar^2}\Big(\frac{\hbar e}{M}\Big)^2\frac{g'(0)}{24}=\frac{e^2g'(0)}{48\pi M}.$$
In Lean, `hω` shows that the spacing tends to zero from above with $B$, `hk` is this computation, and the last lines match the two forms of the potential for $B>0$.

For the thermal $g$ above, $g'(0)$ is the Fermi occupation at the band bottom. It is positive, so the field would raise the potential: this is Landau's diamagnetism. That $g$, however, has an exponential tail at high energy and no compact support. Applying the limit to it takes one more estimate, that the tail adds nothing at order $B^2$. The theorem also concerns only the potential itself. A susceptibility defined as a second derivative in $B$ needs control of the derivatives of the remainder as well, which this limit does not give.

## No term linear in the field

```lean
/-- No response linear in the field: for positive `ħ`, `e`, `M` and `g` twice continuously
differentiable with compact support, the change of the potential per area divided by `B` tends
to zero as `B` tends to zero from above. -/
theorem no_linear_response {ħ e M : ℝ} (hħ : 0 < ħ) (he : 0 < e) (hM : 0 < M)
    {g : ℝ → ℝ} (hg : ContDiff ℝ 2 g) (hc : HasCompactSupport g) :
    Tendsto (fun B => (landauPotential ħ e M g B - zeroFieldPotential ħ M g) / B)
      (𝓝[>] 0) (𝓝 0) := by
  have hid : Tendsto (fun B : ℝ => B) (𝓝[>] 0) (𝓝 0) := nhdsWithin_le_nhds
  have L := hid.mul (weak_field_response hħ he hM hg hc)
  rw [zero_mul] at L
  refine L.congr' ?_
  filter_upwards [self_mem_nhdsWithin] with B hB
  have hB' : B ≠ 0 := ne_of_gt hB
  generalize landauPotential ħ e M g B - zeroFieldPotential ħ M g = W
  field_simp

end

end LandauLevelSummation
```

Under the same hypotheses, $(\Omega(B)-\Omega_0)/B\to0$ as $B\to0^+$. This quotient is $B$ times the one in the previous theorem, so it tends to zero times a finite number. The Lean proof multiplies the two limits in the same way. Physically, this non-interacting gas has no spontaneous orbital moment, which would appear as a nonzero slope of the potential at zero field.

```lean
#print axioms LandauLevelSummation.landau_summation
-- 'LandauLevelSummation.landau_summation' depends on axioms: [propext, Classical.choice, Quot.sound]
#print axioms LandauLevelSummation.no_linear_response
-- 'LandauLevelSummation.no_linear_response' depends on axioms: [propext, Classical.choice, Quot.sound]
```
